# When plain norms reproduce the overlap weights under a half-supercell translation

Take a crystal in a cell of twice the primitive size, and a state that is periodic in this supercell and localised mainly in one half of it, such as a Wannier function built from the supercell's Γ-point states alone. Unfolding the state means asking how much of it is even and how much is odd under translation by half the supercell. In the ultrasoft and PAW methods the smooth wavefunctions are normalised with an overlap operator \(S\), which accounts for the charge that they lack near the nuclei. The two shares can be computed with \(S\) or with the plain norm. Both pairs of shares add up to one, so the sum does not reveal a difference between them.

## Two weights and their balance

Let \(t\) be the half-supercell translation. On states periodic in the supercell it is unitary with \(t^2=1\), hence Hermitian. Let \(S\) be Hermitian and positive definite with \(tS=St\), which expresses that the two half-cells carry the same augmentation at translated positions. For a state \(\psi\) with \(\langle\psi,S\psi\rangle=1\), put

\[
\psi_\pm=\tfrac12(\psi\pm t\psi),\qquad w_\pm=\langle\psi_\pm,S\psi_\pm\rangle,\qquad n_\pm=\|\psi_\pm\|^2,\qquad N=\|\psi\|^2 .
\]

Then \(\psi=\psi_++\psi_-\) and \(t\psi_\pm=\pm\psi_\pm\). If \(tu=u\) and \(tv=-v\), then

\[
\langle u,v\rangle=\langle tu,v\rangle=\langle u,tv\rangle=-\langle u,v\rangle ,
\]

so \(\langle u,v\rangle=0\). Since \(tS\psi_\pm=St\psi_\pm=\pm S\psi_\pm\), the operator \(S\) preserves parity, and both cross terms in \(\langle\psi,S\psi\rangle\) vanish. Hence \(w_++w_-=1\), with both weights nonnegative. The same argument with \(S=1\) gives \(n_++n_-=N\), and \(N>0\) because \(\psi\neq0\).

The plain weights equal the \(S\)-weights when \(n_+=w_+N\) and \(n_-=w_-N\). In that case \(w_+n_-=w_+w_-N=w_-n_+\). Conversely, if \(w_+n_-=w_-n_+\), then

\[
w_+N=w_+n_++w_+n_-=(w_++w_-)\,n_+=n_+,
\]

and likewise \(w_-N=n_-\). The agreement is therefore equivalent to the balance \(w_+n_-=w_-n_+\). A state of pure parity satisfies it trivially; a mixed state need not.

## Agreement for every state

Now let both parities occur, and write \(q(x)=\langle x,Sx\rangle\). Suppose that \(\|\psi_+\|^2/\|\psi\|^2=q(\psi_+)/q(\psi)\) for every \(\psi\neq0\). Applied to \(\psi=p+m\) with \(p\) even and \(m\) odd, this gives

\[
\|p\|^2\,(q(p)+q(m))=q(p)\,(\|p\|^2+\|m\|^2),
\quad\text{so}\quad q(p)\|m\|^2=q(m)\|p\|^2 .
\]

Fix a nonzero even \(u\) and set \(c=q(u)/\|u\|^2\). Comparison with \(u\) gives \(q(m)=c\|m\|^2\) for all odd \(m\). Comparison with a nonzero odd \(v\) then gives \(q(p)=c\|p\|^2\) for all even \(p\). Adding the two parts, \(q(x)=c\|x\|^2\) for all \(x\).

Thus \(T=S-c\) satisfies \(\langle x,Tx\rangle=0\) for all \(x\). Expanding this at \(x+y\) gives \(\langle x,Ty\rangle+\langle y,Tx\rangle=0\), and replacing \(y\) by \(iy\) gives \(\langle x,Ty\rangle-\langle y,Tx\rangle=0\). So \(\langle x,Ty\rangle=0\) for all \(x,y\), and \(S=c\). In the other direction, if \(S=c\), positivity makes \(c\) nonzero and it cancels from the ratio.

For unfolding in a doubled cell with a translation-invariant overlap, a plain norm is thus safe for all states only when \(S\) is trivial up to scale.

## Two orbitals, one in each half-cell

The same algebra applies to a basis of localised orbitals, where \(S\) is the overlap matrix of the basis instead of a PAW augmentation. Take two normalised orbitals, one in each half-cell, which the translation exchanges and whose mutual overlap is \(\tfrac12\). A state is given by its two coefficients, and its plain norm squared is the sum of their squared magnitudes. Then \(t\) exchanges the components of \(\mathbb C^2\), and \(S=1+t/2\). Let \(\psi=(1,0)\), the orbital in the first half-cell. Then \(S\psi=(1,\tfrac12)\) and \(\langle\psi,S\psi\rangle=1\). The parts \(\psi_\pm=(\tfrac12,\pm\tfrac12)\) have \(n_\pm=\tfrac12\), while \(S\) multiplies them by \(\tfrac32\) and \(\tfrac12\). So \(w_+=\tfrac34\) and \(w_-=\tfrac14\), whereas both plain weights are \(\tfrac12\). The balance fails: \(w_+n_-=\tfrac38\) and \(w_-n_+=\tfrac18\).

Without commutation, a Hermitian positive definite \(S\) does not even guarantee that the weights sum to one. With the same \(t\) and \(\psi\) but \(S=\mathrm{diag}(1,2)\), the state is still normalised, yet \(w_+=w_-=\tfrac34\).

## Parity components and the overlap norm in Lean

The states form an arbitrary complex inner-product space `E`, of finite or infinite dimension, and `t` and `S` are linear maps defined on all of it.

```lean
import Mathlib

open Module

namespace SupercellUnfolding

noncomputable section

variable {E : Type*} [NormedAddCommGroup E] [InnerProductSpace ℂ E]
```

The components \(\psi_+\) and \(\psi_-\) are functions of the translation and the state.

```lean
/-- The component `(x + t x) / 2` of a state, for a half-supercell translation `t`. -/
def evenPart (t : E →ₗ[ℂ] E) (x : E) : E := (1 / 2 : ℂ) • (x + t x)

/-- The component `(x - t x) / 2` of a state, for a half-supercell translation `t`. -/
def oddPart (t : E →ₗ[ℂ] E) (x : E) : E := (1 / 2 : ℂ) • (x - t x)
```

The squared \(S\)-norm is defined as a real part, which makes it a real number for any linear `S`.

```lean
/-- The squared norm of a state in the overlap `S`: the real part of `⟨x, S x⟩`. -/
def sNormSq (S : E →ₗ[ℂ] E) (x : E) : ℝ := (inner ℂ x (S x)).re
```

For Hermitian `S`, written `S.IsSymmetric`, nothing is lost by taking the real part: the inner product equals its own conjugate.

```lean
/-- For a Hermitian overlap `S` the number `⟨x, S x⟩` is real and equals `sNormSq S x`. -/
theorem inner_eq_sNormSq {S : E →ₗ[ℂ] E} (hS : S.IsSymmetric) (x : E) :
    inner ℂ x (S x) = (sNormSq S x : ℂ) :=
  (Complex.conj_eq_iff_re.mp (by rw [inner_conj_symm]; exact hS x x)).symm
```

The plain norm is the case \(S=1\), so one splitting theorem will serve for both norms.

```lean
/-- With the identity as overlap, the squared `S`-norm is the ordinary squared norm. -/
theorem sNormSq_id (x : E) : sNormSq LinearMap.id x = ‖x‖ ^ 2 :=
  inner_self_eq_norm_sq (𝕜 := ℂ) x

private theorem inner_self_real (x : E) : inner ℂ x x = ((‖x‖ ^ 2 : ℝ) : ℂ) := by
  rw [← sNormSq_id x]
  exact inner_eq_sNormSq (S := LinearMap.id) (fun _ _ => rfl) x
```

## Orthogonality and the splitting of the norm

The next lemma is the chain \(\langle u,v\rangle=-\langle u,v\rangle\) from above.

```lean
/-- States that are even and odd under a Hermitian translation `t` are orthogonal. -/
theorem inner_even_odd {t : E →ₗ[ℂ] E} (ht : t.IsSymmetric) {u v : E}
    (hu : t u = u) (hv : t v = -v) : inner ℂ u v = 0 := by
  have h : inner ℂ (t u) v = inner ℂ u (t v) := ht u v
  rw [hu, hv, inner_neg_right] at h
  linear_combination h / 2
```

In the splitting theorem, `htt` states \(t^2=1\) and `hc` states \(tS=St\). The facts `hx`, `hp` and `hm` are the decomposition and the two parities, and `h1` and `h2` are the vanishing cross terms. The last lines expand the inner product.

```lean
/-- If the Hermitian involution `t` commutes with `S`, the squared `S`-norm of a state is the
sum of those of its even and odd parts. -/
theorem sNormSq_split {t S : E →ₗ[ℂ] E} (ht : t.IsSymmetric) (htt : ∀ x, t (t x) = x)
    (hc : ∀ x, t (S x) = S (t x)) (x : E) :
    sNormSq S x = sNormSq S (evenPart t x) + sNormSq S (oddPart t x) := by
  have hx : evenPart t x + oddPart t x = x := by
    unfold evenPart oddPart
    module
  have hp : t (evenPart t x) = evenPart t x := by
    simp only [evenPart, map_smul, map_add, htt]
    module
  have hm : t (oddPart t x) = -oddPart t x := by
    simp only [oddPart, map_smul, map_sub, htt]
    module
  -- S preserves parity, so both cross terms vanish
  have h1 : inner ℂ (evenPart t x) (S (oddPart t x)) = 0 :=
    inner_even_odd ht hp (by rw [hc, hm, map_neg])
  have h2 : inner ℂ (oddPart t x) (S (evenPart t x)) = 0 :=
    inner_eq_zero_symm.mp (inner_even_odd ht (by rw [hc, hp]) hm)
  unfold sNormSq
  conv_lhs => rw [← hx]
  rw [map_add, inner_add_left, inner_add_right, inner_add_right, h1, h2]
  simp only [add_zero, zero_add, Complex.add_re]

private theorem norm_split {t : E →ₗ[ℂ] E} (ht : t.IsSymmetric) (htt : ∀ x, t (t x) = x)
    (x : E) : ‖x‖ ^ 2 = ‖evenPart t x‖ ^ 2 + ‖oddPart t x‖ ^ 2 := by
  have h := sNormSq_split (S := LinearMap.id) ht htt (fun _ => rfl) x
  rwa [sNormSq_id, sNormSq_id, sNormSq_id] at h
```

## The balance criterion

Positive definiteness enters as `hpos`: the real part of \(\langle x,Sx\rangle\) is positive for every nonzero \(x\). Hermiticity of `S` is not assumed here; when it holds, `hψ` is the normalisation \(\langle\psi,S\psi\rangle=1\) in full. The conclusion lists the two nonnegative weights, their sum, and the equivalence.

After `div_eq_iff` clears the denominators, the first `linear_combination` is the cross-multiplication by \(w_+\) and \(w_-\). The other two use \(w_++w_-=1\), as in the derivation.

```lean
/-- Let the Hermitian involution `t` commute with the positive definite overlap `S`, and let
`⟨ψ, S ψ⟩ = 1`. The `S`-weights of the even and odd parts are nonnegative and sum to one, and
they equal the plain norm weights exactly when the two parts satisfy the stated balance. -/
theorem unfolding_weights {t S : E →ₗ[ℂ] E} (ht : t.IsSymmetric) (htt : ∀ x, t (t x) = x)
    (hc : ∀ x, t (S x) = S (t x)) (hpos : ∀ x, x ≠ 0 → 0 < sNormSq S x)
    {ψ : E} (hψ : sNormSq S ψ = 1) :
    0 ≤ sNormSq S (evenPart t ψ) ∧ 0 ≤ sNormSq S (oddPart t ψ) ∧
    sNormSq S (evenPart t ψ) + sNormSq S (oddPart t ψ) = 1 ∧
    ((‖evenPart t ψ‖ ^ 2 / ‖ψ‖ ^ 2 = sNormSq S (evenPart t ψ) ∧
      ‖oddPart t ψ‖ ^ 2 / ‖ψ‖ ^ 2 = sNormSq S (oddPart t ψ)) ↔
      sNormSq S (evenPart t ψ) * ‖oddPart t ψ‖ ^ 2 =
        sNormSq S (oddPart t ψ) * ‖evenPart t ψ‖ ^ 2) := by
  have hnn : ∀ x, 0 ≤ sNormSq S x := by
    intro x
    by_cases hx : x = 0
    · simp [hx, sNormSq]
    · exact (hpos x hx).le
  have hsum : sNormSq S (evenPart t ψ) + sNormSq S (oddPart t ψ) = 1 := by
    rw [← sNormSq_split ht htt hc, hψ]
  have h0 : ψ ≠ 0 := by
    rintro rfl
    simp [sNormSq] at hψ
  have hN : ‖ψ‖ ^ 2 ≠ 0 := (pow_pos (norm_pos_iff.mpr h0) 2).ne'
  refine ⟨hnn _, hnn _, hsum, ?_⟩
  -- clear denominators and use that both kinds of weight sum to one
  rw [div_eq_iff hN, div_eq_iff hN, norm_split ht htt ψ]
  constructor
  · rintro ⟨ha, hb⟩
    linear_combination sNormSq S (evenPart t ψ) * hb - sNormSq S (oddPart t ψ) * ha
  · intro h
    constructor
    · linear_combination -h - ‖evenPart t ψ‖ ^ 2 * hsum
    · linear_combination h - ‖oddPart t ψ‖ ^ 2 * hsum
```

The theorem concerns a single twofold translation. Supercells with more translations, and atomic displacements or defects that break \(tS=St\), need a separate treatment.

## Forcing the overlap to be a multiple of the identity

The vectors `u` and `v` witness that both parities occur. This matters: if \(t=1\) on \(\mathbb C^2\), every state is even with weight one in either norm, even for \(S=\mathrm{diag}(1,2)\). Since the states on the left side are not normalised, the \(S\)-weight is divided by `sNormSq S ψ`.

Within the proof, `K` compares an even with an odd vector, `hodd` and `heven` spread the ratio `c` over the two sectors, and `hq` joins them. The polarization step is Mathlib's `inner_map_self_eq_zero`, applied to \(S-c\).

```lean
/-- Let the Hermitian involution `t` have both even and odd states and commute with the
Hermitian positive definite overlap `S`. The plain norm gives the correct even weight for every
nonzero state if and only if `S` is a real multiple of the identity. -/
theorem plain_weights_exact_iff {t S : E →ₗ[ℂ] E} (ht : t.IsSymmetric)
    (htt : ∀ x, t (t x) = x) (hS : S.IsSymmetric) (hc : ∀ x, t (S x) = S (t x))
    (hpos : ∀ x, x ≠ 0 → 0 < sNormSq S x)
    {u v : E} (hu0 : u ≠ 0) (hu : t u = u) (hv0 : v ≠ 0) (hv : t v = -v) :
    (∀ ψ, ψ ≠ 0 → ‖evenPart t ψ‖ ^ 2 / ‖ψ‖ ^ 2 = sNormSq S (evenPart t ψ) / sNormSq S ψ) ↔
      ∃ c : ℝ, ∀ x, S x = (c : ℂ) • x := by
  constructor
  · intro h
    -- any even and any odd state have the same ratio of S-norm to plain norm
    have K : ∀ p m, t p = p → t m = -m →
        sNormSq S p * ‖m‖ ^ 2 = sNormSq S m * ‖p‖ ^ 2 := by
      intro p m hp hm
      by_cases hp0 : p = 0
      · simp [hp0, sNormSq]
      have he : evenPart t (p + m) = p := by
        simp only [evenPart, map_add, hp, hm]
        module
      have ho : oddPart t (p + m) = m := by
        simp only [oddPart, map_add, hp, hm]
        module
      have hx : p + m ≠ 0 := by
        intro hz
        apply hp0
        rw [← he, hz]
        simp [evenPart]
      have h1 := h (p + m) hx
      have h2 := norm_split ht htt (p + m)
      have h3 := sNormSq_split ht htt hc (p + m)
      rw [div_eq_div_iff (pow_pos (norm_pos_iff.mpr hx) 2).ne' (hpos _ hx).ne',
        h2, h3, he, ho] at h1
      linear_combination -h1
    have hun : ‖u‖ ^ 2 ≠ 0 := (pow_pos (norm_pos_iff.mpr hu0) 2).ne'
    have hvn : ‖v‖ ^ 2 ≠ 0 := (pow_pos (norm_pos_iff.mpr hv0) 2).ne'
    obtain ⟨c, hcu⟩ : ∃ c : ℝ, sNormSq S u = c * ‖u‖ ^ 2 :=
      ⟨sNormSq S u / ‖u‖ ^ 2, (div_mul_cancel₀ _ hun).symm⟩
    have hodd : ∀ m, t m = -m → sNormSq S m = c * ‖m‖ ^ 2 := by
      intro m hm
      apply mul_right_cancel₀ hun
      linear_combination -(K u m hu hm) + ‖m‖ ^ 2 * hcu
    have heven : ∀ p, t p = p → sNormSq S p = c * ‖p‖ ^ 2 := by
      intro p hp
      apply mul_right_cancel₀ hvn
      linear_combination K p v hp hv + ‖p‖ ^ 2 * hodd v hv
    have hq : ∀ x, sNormSq S x = c * ‖x‖ ^ 2 := by
      intro x
      have hp : t (evenPart t x) = evenPart t x := by
        simp only [evenPart, map_smul, map_add, htt]
        module
      have hm : t (oddPart t x) = -oddPart t x := by
        simp only [oddPart, map_smul, map_sub, htt]
        module
      rw [sNormSq_split ht htt hc x, norm_split ht htt x, heven _ hp, hodd _ hm]
      ring
    -- polarization: a vanishing quadratic form belongs to the zero operator
    have hT : S - (c : ℂ) • LinearMap.id = 0 := by
      rw [← inner_map_self_eq_zero]
      intro x
      rw [LinearMap.sub_apply, LinearMap.smul_apply, LinearMap.id_apply, inner_sub_left,
        inner_smul_left, hS x x, inner_eq_sNormSq hS, hq x, inner_self_real,
        Complex.conj_ofReal, Complex.ofReal_mul, sub_self]
    refine ⟨c, fun x => ?_⟩
    have hx := LinearMap.congr_fun hT x
    exact sub_eq_zero.mp hx
  · rintro ⟨c, h⟩ ψ hψ
    have hq : ∀ y, sNormSq S y = c * ‖y‖ ^ 2 := by
      intro y
      rw [sNormSq, h, inner_smul_right, inner_self_real, ← Complex.ofReal_mul,
        Complex.ofReal_re]
    have hc0 : c ≠ 0 := by
      rintro rfl
      have h1 := hpos ψ hψ
      rw [hq, zero_mul] at h1
      exact lt_irrefl _ h1
    rw [hq, hq, mul_div_mul_left _ _ hc0]
```

## The two-orbital example in Lean

The exchange and the overlap are defined on `EuclideanSpace ℂ (Fin 2)`, whose components are numbered 0 and 1.

```lean
/-- The translation that exchanges the amplitudes on two half-cells. -/
def halfSwap : EuclideanSpace ℂ (Fin 2) →ₗ[ℂ] EuclideanSpace ℂ (Fin 2) where
  toFun x := !₂[x 1, x 0]
  map_add' x y := by ext i; fin_cases i <;> simp
  map_smul' c x := by ext i; fin_cases i <;> simp

/-- The overlap `1 + t / 2` of two half-cell orbitals, with `t` their exchange. -/
def pairOverlap : EuclideanSpace ℂ (Fin 2) →ₗ[ℂ] EuclideanSpace ℂ (Fin 2) :=
  LinearMap.id + ((1 / 2 : ℝ) : ℂ) • halfSwap
```

The following identity reduces the squared \(S\)-norm to \(\|x\|^2+\tfrac12\,\mathrm{Re}\langle x,tx\rangle\).

```lean
private theorem pair_sNormSq (x : EuclideanSpace ℂ (Fin 2)) :
    sNormSq pairOverlap x = ‖x‖ ^ 2 + 1 / 2 * (inner ℂ x (halfSwap x)).re := by
  rw [sNormSq, pairOverlap, LinearMap.add_apply, LinearMap.smul_apply, LinearMap.id_apply,
    inner_add_right, inner_smul_right, inner_self_real, Complex.add_re, Complex.ofReal_re,
    Complex.re_ofReal_mul]
```

The final theorem checks the hypotheses on this model and the even weights \(\tfrac34\) and \(\tfrac12\). Positivity follows from \(0\le\|x+tx\|^2=2\|x\|^2+2\,\mathrm{Re}\langle x,tx\rangle\), which bounds the squared \(S\)-norm below by \(\tfrac12\|x\|^2\). The even and odd vectors appear as \((1,1)\) and \((1,-1)\). That they are nonzero is clear from their components and is not listed in the theorem; normalised in the plain norm they are \((1,\pm1)/\sqrt2\).

```lean
/-- The exchange `t` of two half-cells is a Hermitian involution and commutes with the overlap
`S = 1 + t / 2`, which is Hermitian and positive definite. The vector `(1, 1)` is even and `(1, -1)`
is odd. The state `(1, 0)` on one half-cell has squared `S`-norm 1, even `S`-weight 3/4 and even
plain weight 1/2. -/
theorem unfolding_witness :
    halfSwap.IsSymmetric ∧ (∀ x, halfSwap (halfSwap x) = x) ∧ pairOverlap.IsSymmetric ∧
    (∀ x, halfSwap (pairOverlap x) = pairOverlap (halfSwap x)) ∧
    (∀ x, x ≠ 0 → 0 < sNormSq pairOverlap x) ∧
    halfSwap !₂[1, 1] = !₂[1, 1] ∧ halfSwap !₂[1, -1] = -!₂[1, -1] ∧
    sNormSq pairOverlap !₂[1, 0] = 1 ∧
    sNormSq pairOverlap (evenPart halfSwap !₂[1, 0]) = 3 / 4 ∧
    ‖evenPart halfSwap !₂[1, 0]‖ ^ 2 / ‖(!₂[1, 0] : EuclideanSpace ℂ (Fin 2))‖ ^ 2
      = 1 / 2 := by
  have ht : halfSwap.IsSymmetric := by
    intro x y
    simp [halfSwap, PiLp.inner_apply, Fin.sum_univ_two]
    ring
  have he : evenPart halfSwap !₂[1, 0] = !₂[1 / 2, 1 / 2] := by
    ext i
    fin_cases i <;> simp [evenPart, halfSwap]
  have hf : halfSwap !₂[1 / 2, 1 / 2] = !₂[1 / 2, 1 / 2] := by
    ext i
    fin_cases i <;> simp [halfSwap]
  have hnf : ‖(!₂[1 / 2, 1 / 2] : EuclideanSpace ℂ (Fin 2))‖ ^ 2 = 1 / 2 := by
    rw [EuclideanSpace.norm_sq_eq, Fin.sum_univ_two]
    norm_num
  have hne : ‖(!₂[1, 0] : EuclideanSpace ℂ (Fin 2))‖ ^ 2 = 1 := by
    rw [EuclideanSpace.norm_sq_eq, Fin.sum_univ_two]
    norm_num
  refine ⟨ht, ?_, ?_, ?_, ?_, ?_, ?_, ?_, ?_, ?_⟩
  · intro x
    ext i
    fin_cases i <;> simp [halfSwap]
  · intro x y
    have h : inner ℂ (halfSwap x) y = inner ℂ x (halfSwap y) := ht x y
    simp only [pairOverlap, LinearMap.add_apply, LinearMap.smul_apply, LinearMap.id_apply,
      inner_add_left, inner_add_right, inner_smul_left, inner_smul_right, h,
      Complex.conj_ofReal]
  · intro x
    simp only [pairOverlap, LinearMap.add_apply, LinearMap.smul_apply, LinearMap.id_apply,
      map_add, map_smul]
  · intro x hx
    -- the exchange preserves the norm, so ⟨x, t x⟩ is at least -‖x‖²
    have h1 : ‖x + halfSwap x‖ ^ 2 =
        ‖x‖ ^ 2 + 2 * (inner ℂ x (halfSwap x)).re + ‖halfSwap x‖ ^ 2 :=
      norm_add_sq (𝕜 := ℂ) x (halfSwap x)
    have h2 : ‖halfSwap x‖ ^ 2 = ‖x‖ ^ 2 := by
      simp [EuclideanSpace.norm_sq_eq, Fin.sum_univ_two, halfSwap, add_comm]
    rw [pair_sNormSq]
    linarith [sq_nonneg ‖x + halfSwap x‖, pow_pos (norm_pos_iff.mpr hx) 2]
  · ext i
    fin_cases i <;> simp [halfSwap]
  · ext i
    fin_cases i <;> simp [halfSwap]
  · rw [pair_sNormSq, hne]
    simp [halfSwap, PiLp.inner_apply, Fin.sum_univ_two]
  · rw [he, pair_sNormSq, hf, inner_self_real, Complex.ofReal_re, hnf]
    norm_num
  · rw [he, hnf, hne]
    norm_num

end

end SupercellUnfolding
```

```lean
#print axioms SupercellUnfolding.unfolding_weights
#print axioms SupercellUnfolding.plain_weights_exact_iff
```

```
'SupercellUnfolding.unfolding_weights' depends on axioms: [propext, Classical.choice, Quot.sound]
'SupercellUnfolding.plain_weights_exact_iff' depends on axioms: [propext, Classical.choice, Quot.sound]
```
